# The gap of the error factor (ε₁ − ε_N)/(ε₁ + ε_N), and (kL)² from the first dielectric eigenvalue

In a cell of length L with screening wave number k, the model takes the dielectric eigenvalue of the mode q = 2πn/L to be ε_n = 1 + (kL)²/(2πn)². The theorem `gap_eq` states two identities: the error factor ρ = (ε₁ − ε_N)/(ε₁ + ε_N) has gap 1 − ρ = 2ε_N/(ε₁ + ε_N), and (kL)² = (2π)²(ε₁ − 1). They are stated for all real k and L and every natural number N; at N = 0 Lean's convention for division by zero makes the eigenvalue 1. For the first identity the proof clears the denominator, which is nonzero because every eigenvalue is at least one; for the second it unfolds `eps` and tries to cancel (2π)².

Lean 4 with Mathlib refuses this proof:

```lean
import Mathlib

open Real

namespace OptimalDensityMixing

noncomputable section

/-- Dielectric eigenvalue `1 + k² / q²` of the mode `q = 2πn/L` in a cell of length `L`,
with screening wave number `k`. -/
def eps (k L : ℝ) (n : ℕ) : ℝ := 1 + (k * L) ^ 2 / (2 * π * n) ^ 2

/-- The error factor `(eps_1 - eps_N) / (eps_1 + eps_N)`. -/
def optimalFactor (k L : ℝ) (N : ℕ) : ℝ :=
  (eps k L 1 - eps k L N) / (eps k L 1 + eps k L N)

/-- Every dielectric eigenvalue is at least one. -/
theorem one_le_eps (k L : ℝ) (n : ℕ) : 1 ≤ eps k L n := by
  have h : 0 ≤ (k * L) ^ 2 / (2 * π * n) ^ 2 := by positivity
  unfold eps
  linarith

/-- The gap `1 - ρ` of the optimal factor, and `(kL)²` in terms of the first eigenvalue. -/
theorem gap_eq (k L : ℝ) (N : ℕ) :
    1 - optimalFactor k L N = 2 * eps k L N / (eps k L 1 + eps k L N) ∧
      (k * L) ^ 2 = (2 * π) ^ 2 * (eps k L 1 - 1) := by
  have h1 := one_le_eps k L 1
  have h2 := one_le_eps k L N
  have hs : eps k L 1 + eps k L N ≠ 0 := by linarith
  have hp : (2 * π) ^ 2 ≠ 0 := by positivity
  constructor
  · rw [optimalFactor, eq_div_iff hs, sub_mul, div_mul_cancel₀ _ hs]
    ring
  · rw [eps, Nat.cast_one, mul_one, add_sub_cancel_left, mul_comm, div_mul_cancel₀ _ hp]

end

end OptimalDensityMixing
```

The compiler's answer:

```
Main.lean:34:67: error: Tactic `rewrite` failed: Did not find an occurrence of the pattern
  ?m.168 / (2 * π) ^ 2 * (2 * π) ^ 2
in the target expression
  (L * k) ^ 2 = (2 * π) ^ 2 * ((L * k) ^ 2 / (2 * π) ^ 2)

case right
k L : ℝ
N : ℕ
h1 : 1 ≤ eps k L 1
h2 : 1 ≤ eps k L N
hs : eps k L 1 + eps k L N ≠ 0
hp : (2 * π) ^ 2 ≠ 0
⊢ (L * k) ^ 2 = (2 * π) ^ 2 * ((L * k) ^ 2 / (2 * π) ^ 2)
```

This version goes through:

```diff
@@ -32,5 +32,6 @@
   · rw [optimalFactor, eq_div_iff hs, sub_mul, div_mul_cancel₀ _ hs]
     ring
-  · rw [eps, Nat.cast_one, mul_one, add_sub_cancel_left, mul_comm, div_mul_cancel₀ _ hp]
+  · rw [eps, Nat.cast_one, mul_one, add_sub_cancel_left, mul_comm ((2 * π) ^ 2),
+      div_mul_cancel₀ _ hp]
 
 end
```

What went wrong. The error is in the second identity. Just before `mul_comm`, the right-hand side is `(2 * π) ^ 2 * ((k * L) ^ 2 / (2 * π) ^ 2)`. The next lemma, `div_mul_cancel₀`, needs the quotient on the left of the product, so `mul_comm` was meant to swap the two outer factors.

Given no arguments, however, `mul_comm` can match any product. `rw` settled on `k * L` and rewrote every instance of it, which is why the goal in the message has `L * k` on both sides. The outer product stayed as it was, and `div_mul_cancel₀ _ hp` found nothing of the form `?m.168 / (2 * π) ^ 2 * (2 * π) ^ 2`.

The repair writes `mul_comm ((2 * π) ^ 2)`, which fixes the first factor, so that only a product starting with `(2 * π) ^ 2` can match. The outer factors are now swapped, the cancellation applies, and both sides become `(k * L) ^ 2`, which `rw` closes by reflexivity. The line break is mere tidying.
